# A CI vector without simultaneous excitations is a product state exactly when one fragment is unexcited

**Question.** If I put two molecules far apart and run a truncated CI, the wavefunction can come out entangled although nothing couples them, and the energy need not be the sum of the fragment energies. I blame the missing simultaneous excitation. Take unit reference vectors e and f, an excitation u orthogonal to e, and v orthogonal to f. I claim that, for any complex k, k e⊗f + u⊗f + e⊗v is a product x⊗y only if u = 0 or v = 0. Can this be made rigorous and machine-checked, and what coefficient of u⊗v would repair the state?

**Answer.** The claim holds, with its converse. If u and v are both nonzero, the repair needs coefficient 1/k, so it is impossible for k = 0.

## Four overlaps decide the question

Add the simultaneous excitation with a complex coefficient c:

Ψ = k e⊗f + u⊗f + e⊗v + c u⊗v

If Ψ = x⊗y, every overlap factorises, ⟨a⊗b, Ψ⟩ = ⟨a,x⟩⟨b,y⟩, and therefore

⟨e⊗f, Ψ⟩ ⟨u⊗v, Ψ⟩ = ⟨u⊗f, Ψ⟩ ⟨e⊗v, Ψ⟩

Since ⟨e,u⟩ = ⟨f,v⟩ = 0 and e, f have unit norm, only one term of Ψ survives in each overlap:

⟨e⊗f, Ψ⟩ = k
⟨u⊗f, Ψ⟩ = ‖u‖²
⟨e⊗v, Ψ⟩ = ‖v‖²
⟨u⊗v, Ψ⟩ = c ‖u‖²‖v‖²

Substitution gives

k c ‖u‖²‖v‖² = ‖u‖²‖v‖²

so u = 0, v = 0 or kc = 1. Conversely, each case has explicit factors:

u = 0: Ψ = e⊗(k f + v)
v = 0: Ψ = (k e + u)⊗f
kc = 1: Ψ = (k e + u)⊗(f + c v)

In the last line the cross term kc e⊗v equals e⊗v. The truncated vector has c = 0, which rules out kc = 1 and leaves u = 0 or v = 0.

For k = 1, expanding (e + u)⊗(f + v) shows that truncation loses exactly u⊗v, a vector of norm ‖u‖‖v‖.

## The checked file

```lean
import Mathlib

open scoped TensorProduct

namespace TruncatedCIFragments

noncomputable section

variable {E F : Type*} [NormedAddCommGroup E] [InnerProductSpace ℂ E]
  [NormedAddCommGroup F] [InnerProductSpace ℂ F]

/-- A state of two fragments is a product if it is one fragment vector tensor another. -/
def IsProduct (Ψ : E ⊗[ℂ] F) : Prop :=
  ∃ (x : E) (y : F), Ψ = x ⊗ₜ[ℂ] y

/-- The truncated CI vector: the reference `e ⊗ f` with coefficient `k`, plus excitations `u`
and `v` of one fragment at a time. -/
def truncatedCI (k : ℂ) (e u : E) (f v : F) : E ⊗[ℂ] F :=
  k • (e ⊗ₜ[ℂ] f) + u ⊗ₜ[ℂ] f + e ⊗ₜ[ℂ] v

/-- The truncated CI vector with the simultaneous excitation `u ⊗ v` added with
coefficient `c`. -/
def correctedCI (k c : ℂ) (e u : E) (f v : F) : E ⊗[ℂ] F :=
  truncatedCI k e u f v + c • (u ⊗ₜ[ℂ] v)

/-- In a product state, the amplitudes on `a ⊗ b` and `a' ⊗ b'` have the same product as
those on `a' ⊗ b` and `a ⊗ b'`. -/
theorem IsProduct.amplitudes {Ψ : E ⊗[ℂ] F} (h : IsProduct Ψ) (a a' : E) (b b' : F) :
    inner ℂ (a ⊗ₜ[ℂ] b) Ψ * inner ℂ (a' ⊗ₜ[ℂ] b') Ψ =
      inner ℂ (a' ⊗ₜ[ℂ] b) Ψ * inner ℂ (a ⊗ₜ[ℂ] b') Ψ := by
  obtain ⟨x, y, rfl⟩ := h
  simp only [TensorProduct.inner_tmul]
  ring

/-- The overlaps of the corrected CI vector with the reference, the two single-fragment
excitations and the simultaneous excitation. -/
theorem correctedCI_amplitudes (k c : ℂ) {e u : E} {f v : F}
    (he : ‖e‖ = 1) (hf : ‖f‖ = 1) (heu : inner ℂ e u = 0) (hfv : inner ℂ f v = 0) :
    inner ℂ (e ⊗ₜ[ℂ] f) (correctedCI k c e u f v) = k ∧
    inner ℂ (u ⊗ₜ[ℂ] f) (correctedCI k c e u f v) = inner ℂ u u ∧
    inner ℂ (e ⊗ₜ[ℂ] v) (correctedCI k c e u f v) = inner ℂ v v ∧
    inner ℂ (u ⊗ₜ[ℂ] v) (correctedCI k c e u f v) = c * (inner ℂ u u * inner ℂ v v) := by
  have hee : inner ℂ e e = 1 := by
    rw [inner_self_eq_norm_sq_to_K, he]; simp
  have hff : inner ℂ f f = 1 := by
    rw [inner_self_eq_norm_sq_to_K, hf]; simp
  have hue : inner ℂ u e = 0 := inner_eq_zero_symm.mp heu
  have hvf : inner ℂ v f = 0 := inner_eq_zero_symm.mp hfv
  -- absorb the coefficients into the first fragment
  have hs : correctedCI k c e u f v =
      (k • e) ⊗ₜ[ℂ] f + u ⊗ₜ[ℂ] f + e ⊗ₜ[ℂ] v + (c • u) ⊗ₜ[ℂ] v := by
    simp only [correctedCI, truncatedCI, TensorProduct.smul_tmul']
  rw [hs]
  refine ⟨?_, ?_, ?_, ?_⟩ <;>
    simp only [inner_add_right, inner_smul_right,
      TensorProduct.inner_tmul, hee, hff, heu, hue, hfv, hvf, mul_zero, zero_mul,
      mul_one, one_mul, add_zero, zero_add, mul_assoc]

/-- With excitations orthogonal to the unit reference vectors, the corrected CI vector is a product
exactly when one fragment is unexcited or the coefficient `c` of the simultaneous excitation
satisfies `k * c = 1`. -/
theorem correctedCI_isProduct_iff (k c : ℂ) {e u : E} {f v : F}
    (he : ‖e‖ = 1) (hf : ‖f‖ = 1) (heu : inner ℂ e u = 0) (hfv : inner ℂ f v = 0) :
    IsProduct (correctedCI k c e u f v) ↔ u = 0 ∨ v = 0 ∨ k * c = 1 := by
  constructor
  · intro h
    by_cases hu : u = 0
    · exact Or.inl hu
    by_cases hv : v = 0
    · exact Or.inr (Or.inl hv)
    -- compare the four amplitudes of a product state
    have key := h.amplitudes e u f v
    obtain ⟨h1, h2, h3, h4⟩ := correctedCI_amplitudes k c he hf heu hfv
    rw [h1, h2, h3, h4] at key
    have hU : inner ℂ u u ≠ 0 := inner_self_ne_zero.mpr hu
    have hV : inner ℂ v v ≠ 0 := inner_self_ne_zero.mpr hv
    refine Or.inr (Or.inr (mul_right_cancel₀ (mul_ne_zero hU hV) ?_))
    linear_combination key
  · -- in each case the factors are written down explicitly
    rintro (hu | hv | hk)
    · refine ⟨e, k • f + v, ?_⟩
      simp [correctedCI, truncatedCI, hu, TensorProduct.tmul_add, TensorProduct.tmul_smul]
    · refine ⟨k • e + u, f, ?_⟩
      simp only [correctedCI, truncatedCI, hv, TensorProduct.tmul_zero, smul_zero, add_zero,
        TensorProduct.add_tmul, ← TensorProduct.smul_tmul']
    · refine ⟨k • e + u, f + c • v, ?_⟩
      have h1 : (k • e) ⊗ₜ[ℂ] (c • v) = e ⊗ₜ[ℂ] v := by
        rw [TensorProduct.smul_tmul, smul_smul, hk, one_smul]
      have h2 : u ⊗ₜ[ℂ] (c • v) = c • (u ⊗ₜ[ℂ] v) := by
        rw [TensorProduct.tmul_smul]
      have h3 : (k • e) ⊗ₜ[ℂ] f = k • (e ⊗ₜ[ℂ] f) := by
        rw [TensorProduct.smul_tmul']
      rw [TensorProduct.add_tmul, TensorProduct.tmul_add, TensorProduct.tmul_add, h1, h2, h3]
      unfold correctedCI truncatedCI
      abel

/-- With excitations orthogonal to the unit reference vectors, the truncated vector is a product
exactly when one fragment is unexcited. -/
theorem truncatedCI_isProduct_iff (k : ℂ) {e u : E} {f v : F}
    (he : ‖e‖ = 1) (hf : ‖f‖ = 1) (heu : inner ℂ e u = 0) (hfv : inner ℂ f v = 0) :
    IsProduct (truncatedCI k e u f v) ↔ u = 0 ∨ v = 0 := by
  have h := correctedCI_isProduct_iff k 0 he hf heu hfv
  simpa [correctedCI] using h

/-- The product of the fragment vectors `e + u` and `f + v` differs from the truncated CI
vector with `k = 1` by a vector of norm `‖u‖ * ‖v‖`. -/
theorem truncation_error_norm (e u : E) (f v : F) :
    ‖(e + u) ⊗ₜ[ℂ] (f + v) - truncatedCI 1 e u f v‖ = ‖u‖ * ‖v‖ := by
  -- only the simultaneous excitation is missing
  have h : (e + u) ⊗ₜ[ℂ] (f + v) - truncatedCI 1 e u f v = u ⊗ₜ[ℂ] v := by
    simp only [truncatedCI, TensorProduct.add_tmul, TensorProduct.tmul_add, one_smul]
    abel
  rw [h, TensorProduct.norm_tmul]

/-- For two two-level fragments with the first basis vector as reference and the second as
excitation, the truncated CI vector is not a product for any `k`. -/
theorem truncatedCI_two_level_witness (k : ℂ) :
    ¬ IsProduct (truncatedCI k
      (EuclideanSpace.single (0 : Fin 2) (1 : ℂ)) (EuclideanSpace.single (1 : Fin 2) (1 : ℂ))
      (EuclideanSpace.single (0 : Fin 2) (1 : ℂ))
      (EuclideanSpace.single (1 : Fin 2) (1 : ℂ))) := by
  have hn : ‖EuclideanSpace.single (0 : Fin 2) (1 : ℂ)‖ = 1 := by simp
  have ho : inner ℂ (EuclideanSpace.single (0 : Fin 2) (1 : ℂ))
      (EuclideanSpace.single (1 : Fin 2) (1 : ℂ)) = 0 := by
    simp [EuclideanSpace.inner_single_left]
  have hz : EuclideanSpace.single (1 : Fin 2) (1 : ℂ) ≠ 0 := by
    intro h
    have h' := congrArg norm h
    simp at h'
  rw [truncatedCI_isProduct_iff k hn hn ho ho]
  exact fun h => h.elim hz hz

end

end TruncatedCIFragments
```

```lean
#print axioms TruncatedCIFragments.correctedCI_isProduct_iff
#print axioms TruncatedCIFragments.truncatedCI_isProduct_iff
#print axioms TruncatedCIFragments.truncation_error_norm
```

```
'TruncatedCIFragments.correctedCI_isProduct_iff' depends on axioms: [propext, Classical.choice, Quot.sound]
'TruncatedCIFragments.truncatedCI_isProduct_iff' depends on axioms: [propext, Classical.choice, Quot.sound]
'TruncatedCIFragments.truncation_error_norm' depends on axioms: [propext, Classical.choice, Quot.sound]
```

## What the Lean statements say

`E` and `F` are the fragments' complex inner product spaces, of any dimension, and `E ⊗[ℂ] F` is their algebraic tensor product. `IsProduct` says that a state is a single tensor `x ⊗ₜ[ℂ] y`. The hypotheses `he` and `hf` normalise the references; `heu` and `hfv` make the excitations orthogonal to them. The vectors `u` and `v` carry their own amplitudes, and the total state is not normalised.

`truncatedCI_isProduct_iff` is your claim, and `correctedCI_isProduct_iff` adds the condition `k * c = 1`. These are statements about states: there is no Hamiltonian or energy, and electrons are not antisymmetrised between fragments. The physical reason for wanting a product is that two non-interacting fragments with non-degenerate ground states have a product as their exact ground state; with degenerate fragment states, an exact eigenstate can itself be entangled.

## How the proof follows the calculation

`IsProduct.amplitudes` substitutes x⊗y, factorises the overlaps and finishes with `ring`. `correctedCI_amplitudes` computes the four overlaps by expanding the sum and applying orthogonality.

In `correctedCI_isProduct_iff`, the forward direction sets aside u = 0 and v = 0, then cancels the nonzero factor ⟨u,u⟩⟨v,v⟩ with `mul_right_cancel₀`. The reverse direction supplies the three factorisations above. `truncatedCI_isProduct_iff` sets `c` to zero.

`truncation_error_norm` identifies the missing tensor and takes its norm; it needs no orthogonality. `truncatedCI_two_level_witness` checks the hypotheses for two two-level fragments, where the state is entangled for every `k`.

## Two two-level fragments with amplitude 0.1

Let k = 1, and let u and v be 0.1 times the excited basis vectors. With rows for the first fragment and columns for the second, the coefficients are

[1, 0.1; 0.1, 0]

The determinant is −0.01, or about −0.0098 after normalising the state, so the state is entangled. Setting c = 1 puts 0.01 in the empty corner and makes the determinant zero. The lost term has norm 0.01, about 0.0099 relative to the full product.

## The same term in CISD and coupled cluster

CISD keeps the single and double excitations of the whole system. These include a single excitation on each fragment at once, so a CISD vector need not have the truncated form above. The form does apply when the vector contains, besides the reference, only double excitations that each lie entirely within the first fragment or entirely within the second. For well-separated fragments, let u and v be double excitations. Then u⊗v is a quadruple excitation of the whole system, which CISD omits. With reference coefficient k, a product state needs the quadruple coefficient to be the product of the two doubles coefficients divided by k. Coupled cluster with doubles generates such products through its exponential.

In code, if the orbitals are localised on the fragments and numbered fragment by fragment, so that the determinant signs are consistent, reshape the CI coefficients into a fragment-by-fragment matrix and compute its singular values: a nonzero product state has exactly one nonzero value, up to rounding.
